# Pick–Cohen–Martin force constants in a finite basis: symmetry and the unique on-site correction for an invertible dielectric matrix

Without an on-site correction to the force constants, a rigid translation along one direction can leave a force on an atom along another. The correction is therefore modelled as one matrix in the Cartesian directions for each atom. Charges, potentials and static electronic response live in a finite real basis.

In Lean 4 with Mathlib:

```lean
import Mathlib

open Matrix

namespace PickCohenMartin

noncomputable section

variable {n ι κ d : Type*} [Fintype n] [DecidableEq n]
  [Fintype κ] [DecidableEq κ] [Fintype d]

/-- The static dielectric matrix `ε = 1 - v χ₀`. -/
def dielectric (v χ₀ : Matrix n n ℝ) : Matrix n n ℝ := 1 - v * χ₀

/-- The interacting density response `χ = χ₀ ε⁻¹`, for invertible `ε`. -/
def response (v χ₀ : Matrix n n ℝ) : Matrix n n ℝ := χ₀ * (dielectric v χ₀)⁻¹

/-- The force constants, before any on-site correction, from first-order changes `ρ a` of the ionic
charge: the bare Coulomb term plus the electronic response to the potentials `v ρ a`, for invertible
`ε`. -/
def forceConstants (v χ₀ : Matrix n n ℝ) (ρ : ι → n → ℝ) : Matrix ι ι ℝ :=
  Matrix.of fun a b => ρ a ⬝ᵥ v *ᵥ ρ b + (v *ᵥ ρ a) ⬝ᵥ (response v χ₀ *ᵥ (v *ᵥ ρ b))

/-- A matrix that couples the Cartesian directions on each atom, but not different atoms. -/
def siteDiagonal (D : κ → Matrix d d ℝ) : Matrix (κ × d) (κ × d) ℝ :=
  Matrix.of fun p q => if p.1 = q.1 then D p.1 p.2 q.2 else 0

/-- The on-site correction: minus the sum of the force constants over the second atom. -/
def acousticCorrection (C : Matrix (κ × d) (κ × d) ℝ) (k : κ) : Matrix d d ℝ :=
  Matrix.of fun α β => -∑ l, C (k, α) (l, β)

/-- The force constant between atoms `k` and `l` projected on the direction `e`. -/
def projected (C : Matrix (κ × d) (κ × d) ℝ) (e : d → ℝ) (k l : κ) : ℝ :=
  ∑ α, ∑ β, e α * C (k, α) (l, β) * e β

/-- For symmetric `v` and `χ₀` and an invertible dielectric matrix, the screened interaction `W`
that solves `ε W = v` is symmetric. -/
theorem screened_symm {v χ₀ W : Matrix n n ℝ} (hv : vᵀ = v) (hχ : χ₀ᵀ = χ₀)
    (hε : IsUnit (dielectric v χ₀).det) (hW : dielectric v χ₀ * W = v) : Wᵀ = W := by
  have hu : IsUnit (dielectric v χ₀) := (Matrix.isUnit_iff_isUnit_det _).2 hε
  have hut : IsUnit (dielectric v χ₀)ᵀ :=
    (Matrix.isUnit_iff_isUnit_det _).2 (by rwa [Matrix.det_transpose])
  have hWt : Wᵀ * (dielectric v χ₀)ᵀ = v := by
    rw [← Matrix.transpose_mul, hW, hv]
  -- the dielectric matrix is self-adjoint with respect to `v`
  have hcomm : dielectric v χ₀ * v = v * (dielectric v χ₀)ᵀ := by
    simp only [dielectric, Matrix.transpose_sub, Matrix.transpose_one,
      Matrix.transpose_mul, hv, hχ]
    noncomm_ring
  apply hut.mul_right_cancel
  apply hu.mul_left_cancel
  rw [hWt, hcomm, ← Matrix.mul_assoc, hW]

/-- For symmetric `v` and invertible `ε`, the force constants are the changes `ρ a` of the ionic
charge coupled by `ε⁻¹ v`. -/
theorem forceConstants_eq_screened {v χ₀ : Matrix n n ℝ} (hv : vᵀ = v)
    (hε : IsUnit (dielectric v χ₀).det) (ρ : ι → n → ℝ) (a b : ι) :
    forceConstants v χ₀ ρ a b = ρ a ⬝ᵥ ((dielectric v χ₀)⁻¹ * v) *ᵥ ρ b := by
  have hE := Matrix.mul_nonsing_inv (dielectric v χ₀) hε
  have h1 : v * χ₀ = 1 - dielectric v χ₀ := by simp [dielectric]
  -- bare interaction plus induced interaction
  have hkey : v + v * response v χ₀ * v = (dielectric v χ₀)⁻¹ * v := by
    calc v + v * response v χ₀ * v
        = v + (v * χ₀) * (dielectric v χ₀)⁻¹ * v := by
          simp only [response, Matrix.mul_assoc]
      _ = v + (1 - dielectric v χ₀) * (dielectric v χ₀)⁻¹ * v := by rw [h1]
      _ = (dielectric v χ₀)⁻¹ * v := by
          rw [Matrix.sub_mul, hE, Matrix.one_mul, Matrix.sub_mul, Matrix.one_mul]
          abel
  have hmove : ∀ w : n → ℝ, (v *ᵥ ρ a) ⬝ᵥ w = ρ a ⬝ᵥ v *ᵥ w := by
    intro w
    rw [Matrix.dotProduct_mulVec, ← Matrix.mulVec_transpose, hv]
  rw [← hkey, Matrix.add_mulVec, dotProduct_add, forceConstants, Matrix.of_apply, hmove]
  simp only [Matrix.mulVec_mulVec, Matrix.mul_assoc]

/-- The force on atom `k` in direction `α`, up to sign, when all atoms are displaced by `t`. -/
theorem translation_force (C : Matrix (κ × d) (κ × d) ℝ) (D : κ → Matrix d d ℝ)
    (t : d → ℝ) (k : κ) (α : d) :
    ((C + siteDiagonal D) *ᵥ fun p => t p.2) (k, α)
      = ∑ β, (∑ l, C (k, α) (l, β) + D k α β) * t β := by
  simp only [Matrix.mulVec, dotProduct, Fintype.sum_prod_type, Matrix.add_apply,
    siteDiagonal, Matrix.of_apply]
  refine Finset.sum_comm.trans (Finset.sum_congr rfl fun β _ => ?_)
  rw [← Finset.sum_mul, Finset.sum_add_distrib]
  simp

/-- A site-diagonal correction removes the forces under every rigid translation exactly when
it is minus the sum of the force constants over the second atom. -/
theorem acoustic_sum_rule_iff (C : Matrix (κ × d) (κ × d) ℝ) (D : κ → Matrix d d ℝ) :
    (∀ t : d → ℝ, (C + siteDiagonal D) *ᵥ (fun p => t p.2) = 0)
      ↔ D = acousticCorrection C := by
  classical
  constructor
  · intro h
    ext k α β
    -- test with a unit translation along `β`
    have h1 := (translation_force C D (Pi.single β 1) k α).symm.trans
      (congrFun (h (Pi.single β 1)) (k, α))
    simp [Pi.single_apply] at h1
    simp only [acousticCorrection, Matrix.of_apply]
    linarith
  · rintro rfl t
    ext ⟨k, α⟩
    rw [translation_force]
    simp [acousticCorrection]

/-- Pick-Cohen-Martin force constants for symmetric `v` and `χ₀` and invertible `ε`: they are the
changes `ρ a` of the ionic charge coupled by `ε⁻¹ v`, they are symmetric, and exactly one
site-diagonal correction makes rigid translations force-free. -/
theorem pick_cohen_martin {v χ₀ : Matrix n n ℝ} (hv : vᵀ = v) (hχ : χ₀ᵀ = χ₀)
    (hε : IsUnit (dielectric v χ₀).det) (ρ : κ × d → n → ℝ) :
    (∀ a b, forceConstants v χ₀ ρ a b = ρ a ⬝ᵥ ((dielectric v χ₀)⁻¹ * v) *ᵥ ρ b) ∧
    (∀ a b, forceConstants v χ₀ ρ a b = forceConstants v χ₀ ρ b a) ∧
    (∀ D : κ → Matrix d d ℝ,
      (∀ t : d → ℝ, (forceConstants v χ₀ ρ + siteDiagonal D) *ᵥ (fun p => t p.2) = 0)
        ↔ D = acousticCorrection (forceConstants v χ₀ ρ)) := by
  have hW : ((dielectric v χ₀)⁻¹ * v)ᵀ = (dielectric v χ₀)⁻¹ * v := by
    apply screened_symm hv hχ hε
    rw [← Matrix.mul_assoc, Matrix.mul_nonsing_inv _ hε, Matrix.one_mul]
  refine ⟨forceConstants_eq_screened hv hε ρ, fun a b => ?_, acoustic_sum_rule_iff _⟩
  rw [forceConstants_eq_screened hv hε, forceConstants_eq_screened hv hε,
    Matrix.dotProduct_mulVec, ← Matrix.mulVec_transpose, hW, dotProduct_comm]

omit [Fintype κ] [Fintype d] in
/-- Adding a site-diagonal correction to symmetric force constants keeps them symmetric
exactly when the correction on every atom is symmetric in the Cartesian directions. -/
theorem corrected_symm_iff {C : Matrix (κ × d) (κ × d) ℝ} (hC : ∀ p q, C p q = C q p)
    (D : κ → Matrix d d ℝ) :
    (C + siteDiagonal D)ᵀ = C + siteDiagonal D ↔ ∀ k, (D k)ᵀ = D k := by
  constructor
  · intro h k
    ext α β
    have h1 := congrFun (congrFun h (k, α)) (k, β)
    simp only [Matrix.transpose_apply, Matrix.add_apply, siteDiagonal, Matrix.of_apply,
      if_true] at h1
    rw [Matrix.transpose_apply]
    linarith [hC (k, α) (k, β)]
  · intro h
    ext ⟨k, α⟩ ⟨l, β⟩
    simp only [Matrix.transpose_apply, Matrix.add_apply, siteDiagonal, Matrix.of_apply]
    rw [hC (l, β) (k, α)]
    by_cases hkl : k = l
    · subst hkl
      have h1 := congrFun (congrFun (h k) α) β
      rw [Matrix.transpose_apply] at h1
      simp [h1]
    · simp [hkl, Ne.symm hkl]

/-- For symmetric `C` and displacements `s k` of the atoms along a common direction `e`, the
corrected quadratic form is a sum over pairs of atoms of squared relative displacements, weighted by
the projected force constants with a factor `-1/2`. -/
theorem corrected_form_eq_springs {C : Matrix (κ × d) (κ × d) ℝ}
    (hC : ∀ p q, C p q = C q p) (s : κ → ℝ) (e : d → ℝ) :
    (fun p : κ × d => s p.1 * e p.2) ⬝ᵥ
        (C + siteDiagonal (acousticCorrection C)) *ᵥ (fun p => s p.1 * e p.2)
      = -(1 / 2) * ∑ k, ∑ l, projected C e k l * (s k - s l) ^ 2 := by
  -- the force on an atom depends only on relative displacements
  have hrow : ∀ k α, ((C + siteDiagonal (acousticCorrection C)) *ᵥ
      (fun p => s p.1 * e p.2)) (k, α)
      = ∑ β, ∑ l, C (k, α) (l, β) * (s l - s k) * e β := by
    intro k α
    simp only [Matrix.mulVec, dotProduct, Fintype.sum_prod_type, Matrix.add_apply,
      siteDiagonal, Matrix.of_apply]
    refine Finset.sum_comm.trans (Finset.sum_congr rfl fun β _ => ?_)
    simp only [add_mul, ite_mul, zero_mul, Finset.sum_add_distrib, Finset.sum_ite_eq,
      Finset.mem_univ, if_true, acousticCorrection, Matrix.of_apply]
    rw [neg_mul, Finset.sum_mul, ← sub_eq_add_neg, ← Finset.sum_sub_distrib]
    exact Finset.sum_congr rfl fun l _ => by ring
  have hform : (fun p : κ × d => s p.1 * e p.2) ⬝ᵥ
      (C + siteDiagonal (acousticCorrection C)) *ᵥ (fun p => s p.1 * e p.2)
      = ∑ k, ∑ l, projected C e k l * (s k * (s l - s k)) := by
    rw [dotProduct, Fintype.sum_prod_type]
    refine Finset.sum_congr rfl fun k _ => ?_
    simp only [hrow, projected, Finset.mul_sum, Finset.sum_mul]
    symm
    refine Finset.sum_comm.trans (Finset.sum_congr rfl fun α _ => ?_)
    refine Finset.sum_comm.trans
      (Finset.sum_congr rfl fun β _ => Finset.sum_congr rfl fun l _ => ?_)
    ring
  have hsymm : ∀ k l, projected C e k l = projected C e l k := by
    intro k l
    refine Finset.sum_comm.trans
      (Finset.sum_congr rfl fun β _ => Finset.sum_congr rfl fun α _ => ?_)
    rw [hC (k, α) (l, β)]
    ring
  -- exchange the two atoms and average
  have hswap : ∑ k, ∑ l, projected C e k l * (s k * (s l - s k))
      = ∑ k, ∑ l, projected C e k l * (s l * (s k - s l)) := by
    refine Finset.sum_comm.trans
      (Finset.sum_congr rfl fun k _ => Finset.sum_congr rfl fun l _ => ?_)
    rw [hsymm l k]
  have hsum : ∑ k, ∑ l, projected C e k l * (s k * (s l - s k))
      + ∑ k, ∑ l, projected C e k l * (s l * (s k - s l))
      = -∑ k, ∑ l, projected C e k l * (s k - s l) ^ 2 := by
    simp only [← Finset.sum_add_distrib, ← Finset.sum_neg_distrib]
    exact Finset.sum_congr rfl fun k _ => Finset.sum_congr rfl fun l _ => by ring
  rw [hform]
  linarith

end

end PickCohenMartin
```

```lean
#print axioms PickCohenMartin.pick_cohen_martin
-- 'PickCohenMartin.pick_cohen_martin' depends on axioms: [propext, Classical.choice, Quot.sound]
#print axioms PickCohenMartin.corrected_symm_iff
-- 'PickCohenMartin.corrected_symm_iff' depends on axioms: [propext, Classical.choice, Quot.sound]
#print axioms PickCohenMartin.corrected_form_eq_springs
-- 'PickCohenMartin.corrected_form_eq_springs' depends on axioms: [propext, Classical.choice, Quot.sound]
```

## Charges, screening and atoms

The types `n`, `κ` and `d` label basis functions, atoms and Cartesian directions. The matrix v is the Coulomb interaction and χ₀ the static electronic response to the total electrostatic potential, external plus induced; both are real and symmetric (`hv`, `hχ`). If χ₀ is the response of independent electrons, this is the random-phase approximation, which leaves exchange and correlation out of the screening. With a = (k, α), the vector ρ_a is the first-order change of ionic charge when atom k moves along α. The definitions are

ε = 1 − vχ₀, χ = χ₀ε⁻¹,
C_ab = ρ_a·vρ_b + (vρ_a)·χ(vρ_b).

The hypothesis `hε` says that det ε is invertible: physically, no static polarisation sustains itself without an external potential.

`pick_cohen_martin` states that C_ab = ρ_a·ε⁻¹vρ_b, that C is symmetric, and that exactly one `siteDiagonal` correction removes the forces under all rigid translations. That correction stands for the on-site terms from second-order changes of the ionic charge. It is not computed from those changes here, but fixed by the acoustic sum rule: a rigid translation must produce no forces. Masses, wavevectors and the long-wavelength limit are absent.

## Why screening preserves symmetry

In general ε is not symmetric, but εᵀ = 1 − χ₀v, so

εv = v − vχ₀v = vεᵀ.

Let εW = v. Transposing gives Wᵀεᵀ = v, hence

εWᵀεᵀ = εv = vεᵀ = εWεᵀ.

Cancelling ε on the left and εᵀ on the right gives Wᵀ = W. This is `screened_symm`, with `hcomm` as the first identity and the two cancellations as its last steps.

For the screened form, substitute vχ₀ = 1 − ε:

v + vχv = v + (1 − ε)ε⁻¹v = ε⁻¹v.

This is `hkey` in `forceConstants_eq_screened`; `hmove` uses the symmetry of v to write (vρ_a)·w = ρ_a·vw. Together they give C_ab = ρ_a·ε⁻¹vρ_b. Since W = ε⁻¹v is symmetric, so is C.

## Rigid translations fix the correction

Let D_k be the correction on atom k, and displace every atom by t. The corrected matrix applied to this displacement has the component

Σ_β (Σ_l C_(kα)(lβ) + D_k,αβ) t_β,

which is minus the force on atom k along α. `translation_force` obtains it by exchanging the sums. A unit translation along β, `Pi.single β 1` in the code, isolates one bracket, so vanishing forces require

D_k,αβ = −Σ_l C_(kα)(lβ).

Conversely, this choice makes every bracket zero. That is `acoustic_sum_rule_iff`, which needs no symmetry of C.

By `corrected_symm_iff`, adding D to a symmetric C preserves symmetry exactly when every D_k is symmetric. Only the blocks with k = l change, and comparing their entries αβ and βα gives the condition. For a general symmetric C with at least two atoms and two directions, the sum-rule correction need not satisfy it.

## Relative displacements as springs

Let atom k move by s_k e, with a common direction vector e, and set K_kl = Σ_αβ e_α C_(kα)(lβ) e_β. For symmetric C, K is symmetric. After the correction, only differences s_l − s_k enter the forces (`hrow`), and the quadratic form is

Q = Σ_kl K_kl s_k(s_l − s_k).

Exchanging k and l (`hswap`) and averaging the two expressions gives

Q = −½ Σ_kl K_kl (s_k − s_l)².

This is `corrected_form_eq_springs`. The effective spring constants −K_kl may have either sign, so stability does not follow.

## Two atoms on a line

Take v = [[2, 1], [1, 2]], χ₀ = diag(−1, 0), ρ₁ = (1, 0) and ρ₂ = (0, −1). Then

ε = [[3, 0], [1, 1]],
ε⁻¹v = ⅓[[2, 1], [1, 5]],
C = ⅓[[2, −1], [−1, 5]].

Although ε is not symmetric, ε⁻¹v is. The row sums of C are 1/3 and 4/3; subtracting them from the diagonal gives ⅓[[1, −1], [−1, 1]], with Q = (s₁ − s₂)²/3 for e = 1.

In phonon calculations, the same kind of correction can be applied to computed force constants, to remove the forces under translation that numerical errors leave. `acoustic_sum_rule_iff` covers this use for finitely many atoms, since it holds for any real matrix C; whether the corrected matrix is still symmetric has to be checked separately.
